# Raman amplitudes in a finite-level model: the damped time integral and the high-energy limit

Let $H$ be a Hamiltonian with a finite orthonormal eigenbasis $b_v$ and real energies $\varepsilon_v$, and let $f$ and $g$ be two state vectors. With $\hbar=1$ and prefactors left out, the resonant part of the Raman scattering amplitude at energy $E$ with damping $G$ is

$$A(E)=\sum_v \frac{\langle f,b_v\rangle\langle b_v,g\rangle}{\varepsilon_v-E-iG}.$$

For $G>0$ it equals a time integral over a moving wavepacket,

$$A(E)=i\int_0^\infty e^{iEt-Gt}\,\langle f,e^{-iHt}g\rangle\,dt .$$

If $\langle f,g\rangle=0$, then $E^2A(E)\to-\langle f,Hg\rangle$ as $E\to+\infty$, for every fixed real $G$.

## States, surfaces and damping

In Raman scattering, $g$ is the initial vibrational state and $f$ the final one, each multiplied by the transition dipole if that depends on the nuclear coordinates. $H$ governs the nuclei on the excited electronic surface. $E$ is the photon energy plus the energy of the initial state. The constant $G$ stands for the finite lifetime of the intermediate states; it is put in by hand and is the same for all of them.

For a finite set of levels on one excited surface, the identity says that summing over vibronic states and propagating a wavepacket give the same amplitude.

## From the propagator to the sum over states

Write $c_v=\langle f,b_v\rangle\langle b_v,g\rangle$. Since $Hb_v=\varepsilon_vb_v$, the propagator multiplies $b_v$ by $e^{-i\varepsilon_vt}$. Expanding $g=\sum_v\langle b_v,g\rangle b_v$ gives

$$\langle f,e^{-iHt}g\rangle=\sum_v c_v\,e^{-i\varepsilon_vt}.$$

For $G>0$ each damped phase is integrable, and

$$i\int_0^\infty e^{(i(E-\varepsilon_v)-G)t}dt=\frac{i}{G+i(\varepsilon_v-E)}=\frac{1}{\varepsilon_v-E-iG}.$$

Multiplying by $c_v$ and summing gives $A(E)$.

## Far above the levels

Put $w_v=\varepsilon_v-iG$. Since $E/(w_v-E)\to-1$ and $\sum_vc_v=\langle f,g\rangle$, we have $E\,A(E)\to-\langle f,g\rangle$.

For the next order, use

$$\frac{E^2}{w_v-E}=-E+\frac{w_vE}{w_v-E}.$$

Summed with the weights $c_v$, this becomes

$$E^2A(E)=-E\langle f,g\rangle+\sum_v c_vw_v\frac{E}{w_v-E}.$$

If $\langle f,g\rangle=0$, the first term vanishes and the second tends to

$$-\sum_vc_vw_v=-\langle f,Hg\rangle+iG\langle f,g\rangle=-\langle f,Hg\rangle .$$

Conversely, if $E^2A(E)$ has a finite limit, dividing by $E$ gives $E\,A(E)\to0$, so $\langle f,g\rangle=0$.

Replacing every denominator by $-E$ before summing is too crude here. For orthogonal states it gives $-E\sum_vc_v=0$ and suggests a zero limit. The next term in each reciprocal, $1/(w_v-E)\approx-1/E-w_v/E^2$, is what produces the limit found above.

## Short times and the gradient

The overlap $C(t)=\langle f,e^{-iHt}g\rangle$ has initial slope $C'(0)=-i\langle f,Hg\rangle$. Integrating the time integral by parts twice shows how this slope supplies the $E^{-2}$ term once $C(0)=\langle f,g\rangle$ vanishes.

Now let $g$ be an eigenvector of a ground-surface Hamiltonian $H_0$ with energy $e_0$, as it is when the transition dipole is constant. A final vibrational state of different energy on the same surface is then orthogonal to $g$. Orthogonality gives

$$\langle f,(H-H_0)g\rangle=\langle f,Hg\rangle-e_0\langle f,g\rangle=\langle f,Hg\rangle,$$

hence $E^4|A(E)|^2\to|\langle f,(H-H_0)g\rangle|^2$. When the two surfaces share the same kinetic energy, $H-H_0$ is the difference of their potentials. Expanding that difference to first order about the ground-state minimum turns the matrix element into the excited-state gradient times a coordinate matrix element; this expansion is a physical approximation added to the theorem.

## The statement in Lean

`V` is the complex state space and `ι` the finite set of level labels. `b` is the eigenbasis, `ε` the real energies, and `hH` says that each `b v` is an eigenvector of `H`. These data already make `H` Hermitian. The inner product is conjugate-linear in its first slot, as in Dirac notation. `propagator` is the true operator exponential, and `overlap` is built from it.

`amplitude_eq_time_integral` assumes `0 < G` and gives integrability together with the identity. The limits allow any real `G`; at $G=0$ the poles lie at finite $E$ and do not affect them. The vectors need not be normalised.

The amplitude leaves out the non-resonant term and the frequency prefactors of a measured cross-section. Far above the levels the non-resonant term is generally of the same order as the resonant one, so the limits describe the resonant term alone and not the measured intensity. The limit is taken above all levels, whereas pre-resonance experiments work below them.

An unbounded vibrational Hamiltonian would be a more realistic model. If its spectrum had no upper end, $E\to\infty$ would never leave all levels behind, and the limit would need further conditions on $f$ and $g$.

```lean
import Mathlib

open MeasureTheory Filter Topology Set
open scoped InnerProductSpace

namespace RamanShortTime

noncomputable section

variable {V ι : Type*} [NormedAddCommGroup V] [InnerProductSpace ℂ V] [Fintype ι]

/-- The propagator `exp(-iHt)` of the Hamiltonian `H`, in units with `ħ = 1`. -/
def propagator (H : V →L[ℂ] V) (t : ℝ) : V →L[ℂ] V :=
  NormedSpace.exp ((-(Complex.I * (t : ℂ))) • H)

/-- The overlap `⟨f, exp(-iHt) g⟩` of the final state with the moving wavepacket. -/
def overlap (H : V →L[ℂ] V) (f g : V) (t : ℝ) : ℂ := ⟪f, propagator H t g⟫_ℂ

/-- The sum-over-states scattering amplitude at energy `E` (photon plus initial state) with damping
`G`, for intermediate states `b v` of energy `ε v`. -/
def amplitude (b : OrthonormalBasis ι ℂ V) (ε : ι → ℝ) (f g : V) (G E : ℝ) : ℂ :=
  ∑ v, ⟪f, b v⟫_ℂ * ⟪b v, g⟫_ℂ / ((ε v : ℂ) - E - Complex.I * G)

/-- The exponential of a multiple of `H` multiplies an eigenvector of `H` by the exponential
of the same multiple of its eigenvalue. -/
theorem exp_apply_eigenvector [CompleteSpace V] {H : V →L[ℂ] V} {x : V} {e : ℂ}
    (h : H x = e • x) (u : ℂ) :
    NormedSpace.exp (u • H) x = Complex.exp (u * e) • x := by
  -- undoing the expected exponential factor gives a vector that does not move
  have hd : ∀ s : ℂ, HasDerivAt
      (fun s : ℂ => Complex.exp (-(s * e)) • NormedSpace.exp (s • H) x) 0 s := by
    intro s
    have h1 : HasDerivAt (fun s : ℂ => NormedSpace.exp (s • H) x)
        (e • NormedSpace.exp (s • H) x) s := by
      have h0 := (hasDerivAt_exp_smul_const H s).clm_apply (hasDerivAt_const s x)
      exact h0.congr_deriv (by simp [h])
    have h3 : HasDerivAt (fun s : ℂ => -(s * e)) (-e) s := by
      simpa using ((hasDerivAt_id' s).mul_const e).fun_neg
    have h4 : HasDerivAt
        (fun s : ℂ => Complex.exp (-(s * e)) • NormedSpace.exp (s • H) x)
        (Complex.exp (-(s * e)) • (e • NormedSpace.exp (s • H) x)
          + (Complex.exp (-(s * e)) * (-e)) • NormedSpace.exp (s • H) x) s :=
      h3.cexp.smul h1
    exact h4.congr_deriv (by module)
  have hc := is_const_of_deriv_eq_zero (fun s => (hd s).differentiableAt)
    (fun s => (hd s).deriv) u 0
  have h0 : Complex.exp (-(u * e)) • NormedSpace.exp (u • H) x = x := by
    simpa using hc
  calc NormedSpace.exp (u • H) x
      = Complex.exp (u * e) • (Complex.exp (-(u * e)) • NormedSpace.exp (u • H) x) := by
        rw [smul_smul, ← Complex.exp_add, add_neg_cancel, Complex.exp_zero, one_smul]
    _ = Complex.exp (u * e) • x := by rw [h0]

/-- The overlap is a sum of phases oscillating at the eigenenergies, weighted by the
products of the overlaps of `f` and `g` with the eigenstates. -/
theorem overlap_eq_sum [CompleteSpace V] (b : OrthonormalBasis ι ℂ V) {ε : ι → ℝ}
    {H : V →L[ℂ] V} (hH : ∀ v, H (b v) = (ε v : ℂ) • b v) (f g : V) (t : ℝ) :
    overlap H f g t = ∑ v, ⟪f, b v⟫_ℂ * ⟪b v, g⟫_ℂ *
      Complex.exp (-(Complex.I * (t : ℂ)) * (ε v : ℂ)) := by
  have hv := fun v => exp_apply_eigenvector (hH v) (-(Complex.I * (t : ℂ)))
  unfold overlap propagator
  conv_lhs => rw [← b.sum_repr' g]
  simp only [map_sum, map_smul, hv, inner_sum, inner_smul_right]
  exact Finset.sum_congr rfl fun v _ => by ring

/-- For positive damping the time integrand is integrable, and the sum over states equals
`i` times the half-Fourier transform of the damped wavepacket overlap. -/
theorem amplitude_eq_time_integral [CompleteSpace V] (b : OrthonormalBasis ι ℂ V)
    {ε : ι → ℝ} {H : V →L[ℂ] V} (hH : ∀ v, H (b v) = (ε v : ℂ) • b v)
    (f g : V) {G : ℝ} (hG : 0 < G) (E : ℝ) :
    IntegrableOn (fun t : ℝ =>
      Complex.exp ((Complex.I * E - G) * t) * overlap H f g t) (Ioi 0) ∧
    amplitude b ε f g G E = Complex.I * ∫ t : ℝ in Ioi 0,
      Complex.exp ((Complex.I * E - G) * t) * overlap H f g t := by
  have hre : ∀ v, (Complex.I * ((E : ℂ) - ε v) - G).re < 0 := fun v => by simpa using hG
  have hfun : (fun t : ℝ => Complex.exp ((Complex.I * E - G) * t) * overlap H f g t) =
      fun t : ℝ => ∑ v, ⟪f, b v⟫_ℂ * ⟪b v, g⟫_ℂ *
        Complex.exp ((Complex.I * ((E : ℂ) - ε v) - G) * t) := by
    funext t
    rw [overlap_eq_sum b hH, Finset.mul_sum]
    refine Finset.sum_congr rfl fun v _ => ?_
    have he : Complex.exp ((Complex.I * ((E : ℂ) - ε v) - G) * t) =
        Complex.exp ((Complex.I * E - G) * t) *
          Complex.exp (-(Complex.I * (t : ℂ)) * (ε v : ℂ)) := by
      rw [← Complex.exp_add]
      congr 1
      ring
    rw [he]
    ring
  have hint : ∀ v, IntegrableOn (fun t : ℝ => ⟪f, b v⟫_ℂ * ⟪b v, g⟫_ℂ *
      Complex.exp ((Complex.I * ((E : ℂ) - ε v) - G) * t)) (Ioi 0) :=
    fun v => (integrableOn_exp_mul_complex_Ioi (hre v) 0).const_mul _
  rw [hfun]
  refine ⟨MeasureTheory.integrable_finsetSum _ fun v _ => hint v, ?_⟩
  rw [MeasureTheory.integral_finsetSum _ (fun v _ => hint v), Finset.mul_sum]
  refine Finset.sum_congr rfl fun v _ => ?_
  -- each eigenstate contributes one elementary exponential integral
  rw [integral_const_mul, integral_exp_mul_complex_Ioi (hre v)]
  have ha : Complex.I * ((E : ℂ) - ε v) - G =
      -Complex.I * ((ε v : ℂ) - E - Complex.I * G) := by
    linear_combination (-(G : ℂ)) * Complex.I_sq
  have hd : (ε v : ℂ) - E - Complex.I * G ≠ 0 := by
    intro h0
    have h1 := hre v
    rw [ha, h0] at h1
    simp at h1
  have hI := Complex.I_ne_zero
  rw [ha, Complex.ofReal_zero, mul_zero, Complex.exp_zero]
  field_simp

/-- At time zero the overlap changes at the rate `-i⟨f, H g⟩`. -/
theorem overlap_initial_slope [CompleteSpace V] (H : V →L[ℂ] V) (f g : V) :
    HasDerivAt (overlap H f g) (-Complex.I * ⟪f, H g⟫_ℂ) 0 := by
  have h1 := (hasDerivAt_exp_smul_const H (-(Complex.I * ((0 : ℝ) : ℂ)))).clm_apply
    (hasDerivAt_const _ g)
  have h2 := (innerSL ℂ f).hasFDerivAt.comp_hasDerivAt _ h1
  have h3 : HasDerivAt (fun z : ℂ => -(Complex.I * z)) (-Complex.I) ((0 : ℝ) : ℂ) := by
    simpa using ((hasDerivAt_id' ((0 : ℝ) : ℂ)).const_mul Complex.I).fun_neg
  have h4 := (h2.comp ((0 : ℝ) : ℂ) h3).comp_ofReal
  exact h4.congr_deriv (by simp [mul_comm])

/-- As `E → +∞`, `E` times the inverse of a single energy denominator tends to `-1`. -/
theorem tendsto_denominator (e G : ℝ) :
    Tendsto (fun E : ℝ => (E : ℂ) / ((e : ℂ) - E - Complex.I * G)) atTop (𝓝 (-1)) := by
  have h0 : Tendsto (fun E : ℝ => ((E⁻¹ : ℝ) : ℂ)) atTop (𝓝 ((0 : ℝ) : ℂ)) :=
    (Complex.continuous_ofReal.tendsto 0).comp tendsto_inv_atTop_zero
  have h1 := ((h0.const_mul ((e : ℂ) - Complex.I * G)).sub_const 1).inv₀ (by simp)
  have h2 : (((e : ℂ) - Complex.I * G) * ((0 : ℝ) : ℂ) - 1)⁻¹ = -1 := by norm_num
  rw [h2] at h1
  refine h1.congr' ?_
  filter_upwards [eventually_gt_atTop (0 : ℝ)] with E hE
  have hE' : (E : ℂ) ≠ 0 := by exact_mod_cast hE.ne'
  have h3 : ((e : ℂ) - Complex.I * G) * ((E⁻¹ : ℝ) : ℂ) - 1 =
      ((e : ℂ) - E - Complex.I * G) / E := by
    rw [Complex.ofReal_inv, eq_div_iff hE', sub_mul, mul_assoc, inv_mul_cancel₀ hE']
    ring
  rw [h3, inv_div]

/-- As `E → +∞`, `E` times the amplitude tends to `-⟨f, g⟩`. -/
theorem tendsto_mul_amplitude (b : OrthonormalBasis ι ℂ V) (ε : ι → ℝ) (f g : V) (G : ℝ) :
    Tendsto (fun E : ℝ => (E : ℂ) * amplitude b ε f g G E) atTop (𝓝 (-⟪f, g⟫_ℂ)) := by
  have h := tendsto_finsetSum Finset.univ fun v _ =>
    (tendsto_denominator (ε v) G).const_mul (⟪f, b v⟫_ℂ * ⟪b v, g⟫_ℂ)
  rw [← Finset.sum_mul, b.sum_inner_mul_inner, mul_neg_one] at h
  refine h.congr fun E => ?_
  rw [amplitude, Finset.mul_sum]
  exact Finset.sum_congr rfl fun v _ => by ring

/-- For orthogonal `f` and `g`, `E²` times the amplitude tends to `-⟨f, H g⟩` as the energy `E`
tends to `+∞`. -/
theorem tendsto_sq_mul_amplitude (b : OrthonormalBasis ι ℂ V) {ε : ι → ℝ}
    {H : V →L[ℂ] V} (hH : ∀ v, H (b v) = (ε v : ℂ) • b v) {f g : V}
    (hfg : ⟪f, g⟫_ℂ = 0) (G : ℝ) :
    Tendsto (fun E : ℝ => (E : ℂ) ^ 2 * amplitude b ε f g G E) atTop
      (𝓝 (-⟪f, H g⟫_ℂ)) := by
  have hsum : ∑ v, ⟪f, b v⟫_ℂ * ⟪b v, g⟫_ℂ = 0 := by rw [b.sum_inner_mul_inner, hfg]
  have hHg : ⟪f, H g⟫_ℂ = ∑ v, ⟪f, b v⟫_ℂ * ⟪b v, g⟫_ℂ * (ε v : ℂ) := by
    conv_lhs => rw [← b.sum_repr' g]
    simp only [map_sum, map_smul, hH, inner_sum, inner_smul_right]
    exact Finset.sum_congr rfl fun v _ => by ring
  have h := tendsto_finsetSum Finset.univ fun v _ =>
    (tendsto_denominator (ε v) G).const_mul
      (⟪f, b v⟫_ℂ * ⟪b v, g⟫_ℂ * ((ε v : ℂ) - Complex.I * G))
  have hlim : ∑ v, ⟪f, b v⟫_ℂ * ⟪b v, g⟫_ℂ * ((ε v : ℂ) - Complex.I * G) * (-1) =
      -⟪f, H g⟫_ℂ := by
    rw [← Finset.sum_mul, hHg]
    simp only [mul_sub, Finset.sum_sub_distrib]
    rw [← Finset.sum_mul Finset.univ _ (Complex.I * (G : ℂ)), hsum]
    ring
  rw [hlim] at h
  refine h.congr' ?_
  filter_upwards [eventually_all.2 fun v => eventually_gt_atTop (ε v)] with E hE
  -- the term growing like E carries the factor ⟨f, g⟩ and drops out
  have hz : (E : ℂ) ^ 2 * amplitude b ε f g G E =
      (E : ℂ) ^ 2 * amplitude b ε f g G E + (∑ v, ⟪f, b v⟫_ℂ * ⟪b v, g⟫_ℂ) * E := by
    rw [hsum, zero_mul, add_zero]
  rw [hz, amplitude, Finset.mul_sum, Finset.sum_mul, ← Finset.sum_add_distrib]
  refine Finset.sum_congr rfl fun v _ => ?_
  have hd : (ε v : ℂ) - E - Complex.I * G ≠ 0 := by
    intro h0
    have h1 := congrArg Complex.re h0
    simp at h1
    linarith [hE v]
  field_simp
  ring

/-- If `E²` times the amplitude has a finite limit as `E → +∞`, then `f` and `g` are orthogonal. -/
theorem orthogonal_of_tendsto (b : OrthonormalBasis ι ℂ V) (ε : ι → ℝ) (f g : V) (G : ℝ)
    {L : ℂ} (hL : Tendsto (fun E : ℝ => (E : ℂ) ^ 2 * amplitude b ε f g G E) atTop (𝓝 L)) :
    ⟪f, g⟫_ℂ = 0 := by
  have h0 : Tendsto (fun E : ℝ => ((E⁻¹ : ℝ) : ℂ)) atTop (𝓝 ((0 : ℝ) : ℂ)) :=
    (Complex.continuous_ofReal.tendsto 0).comp tendsto_inv_atTop_zero
  have h1 := h0.mul hL
  rw [Complex.ofReal_zero, zero_mul] at h1
  have h2 : Tendsto (fun E : ℝ => (E : ℂ) * amplitude b ε f g G E) atTop (𝓝 0) := by
    refine h1.congr' ?_
    filter_upwards [eventually_gt_atTop (0 : ℝ)] with E hE
    have hE' : (E : ℂ) ≠ 0 := by exact_mod_cast hE.ne'
    rw [Complex.ofReal_inv, pow_two, mul_assoc, inv_mul_cancel_left₀ hE']
  exact neg_eq_zero.mp (tendsto_nhds_unique (tendsto_mul_amplitude b ε f g G) h2)

/-- If `g` is an eigenstate of `H₀` orthogonal to `f`, then `E⁴` times the squared modulus of the
amplitude tends, as `E → +∞`, to the squared modulus of `⟨f, (H - H₀) g⟩`. -/
theorem tendsto_intensity (b : OrthonormalBasis ι ℂ V) {ε : ι → ℝ}
    {H H₀ : V →L[ℂ] V} (hH : ∀ v, H (b v) = (ε v : ℂ) • b v) {f g : V} {e₀ : ℝ}
    (hg : H₀ g = (e₀ : ℂ) • g) (hfg : ⟪f, g⟫_ℂ = 0) (G : ℝ) :
    Tendsto (fun E : ℝ => E ^ 4 * ‖amplitude b ε f g G E‖ ^ 2) atTop
      (𝓝 (‖⟪f, (H - H₀) g⟫_ℂ‖ ^ 2)) := by
  have hdiff : ⟪f, (H - H₀) g⟫_ℂ = ⟪f, H g⟫_ℂ := by
    rw [sub_apply, inner_sub_right, hg, inner_smul_right, hfg,
      mul_zero, sub_zero]
  have h := (tendsto_sq_mul_amplitude b hH hfg G).norm.pow 2
  rw [norm_neg] at h
  rw [hdiff]
  refine h.congr fun E => ?_
  rw [norm_mul, norm_pow, Complex.norm_real, Real.norm_eq_abs, sq_abs]
  ring

/-- A two-level Hamiltonian with energies `0` and `1` in the standard basis. -/
def twoLevel : EuclideanSpace ℂ (Fin 2) →L[ℂ] EuclideanSpace ℂ (Fin 2) :=
  (innerSL ℂ (EuclideanSpace.basisFun (Fin 2) ℂ 1)).smulRight
    (EuclideanSpace.basisFun (Fin 2) ℂ 1)

/-- The two-level Hamiltonian has the standard basis as eigenbasis, and the sum and difference
of the basis states are orthogonal with matrix element `-1` between them. -/
theorem twoLevel_witness (e : OrthonormalBasis (Fin 2) ℂ (EuclideanSpace ℂ (Fin 2)))
    (he : e = EuclideanSpace.basisFun (Fin 2) ℂ) :
    (∀ v, twoLevel (e v) = (((![0, 1] : Fin 2 → ℝ) v : ℝ) : ℂ) • e v) ∧
    ⟪e 0 + e 1, e 0 - e 1⟫_ℂ = 0 ∧ ⟪e 0 + e 1, twoLevel (e 0 - e 1)⟫_ℂ = -1 := by
  have h00 : ⟪e 0, e 0⟫_ℂ = 1 := by simp
  have h01 : ⟪e 0, e 1⟫_ℂ = 0 := by simp
  have h10 : ⟪e 1, e 0⟫_ℂ = 0 := by simp
  have h11 : ⟪e 1, e 1⟫_ℂ = 1 := by simp
  have hT : ∀ x, twoLevel x = ⟪e 1, x⟫_ℂ • e 1 := by
    intro x
    rw [he]
    rfl
  refine ⟨fun v => ?_, ?_, ?_⟩
  · rw [hT]
    fin_cases v
    · simp [h10]
    · simp
  · simp only [inner_add_left, inner_sub_right, h00, h01, h10, h11]
    norm_num
  · rw [hT]
    simp only [inner_add_left, inner_sub_right, inner_smul_right, h01, h10, h11]
    norm_num

end

end RamanShortTime
```

```lean
#print axioms RamanShortTime.amplitude_eq_time_integral
-- 'RamanShortTime.amplitude_eq_time_integral' depends on axioms: [propext, Classical.choice, Quot.sound]
#print axioms RamanShortTime.overlap_initial_slope
-- 'RamanShortTime.overlap_initial_slope' depends on axioms: [propext, Classical.choice, Quot.sound]
#print axioms RamanShortTime.orthogonal_of_tendsto
-- 'RamanShortTime.orthogonal_of_tendsto' depends on axioms: [propext, Classical.choice, Quot.sound]
#print axioms RamanShortTime.tendsto_intensity
-- 'RamanShortTime.tendsto_intensity' depends on axioms: [propext, Classical.choice, Quot.sound]
```

## How the proof runs

`exp_apply_eigenvector` differentiates $e^{-s\lambda}e^{sH}x$ for an eigenvector $x$ with eigenvalue $\lambda$, written `e` in the code. The derivative is zero, so the expression keeps its value $x$ from $s=0$. `overlap_eq_sum` then expands $g$ and obtains the sum of phases.

In `amplitude_eq_time_integral`, `hfun` combines the exponentials, `hint` proves that each term is integrable, and the elementary integral is evaluated level by level. `overlap_initial_slope` differentiates the exponential at time zero; the limit theorems do not use it.

`tendsto_denominator` proves $E/(\varepsilon_v-E-iG)\to-1$ by rewriting the quotient in terms of $E^{-1}$. `tendsto_mul_amplitude` sums these limits using completeness of the basis.

In `tendsto_sq_mul_amplitude`, `hlim` evaluates the limiting sum. The step `hz` adds $E\sum_vc_v$, which is zero, so that the growing part cancels within each term. The algebra is done for $E$ above every $\varepsilon_v$, where no denominator vanishes. `orthogonal_of_tendsto` uses uniqueness of limits for the converse, and `tendsto_intensity` takes squared moduli.

`twoLevel_witness` supplies an example with energies 0 and 1. For the sum and difference of the basis states the matrix element is $-1$, or $-1/2$ after normalisation, so $E^2A(E)$ tends to $1/2$ for the normalised states.
